# In three-space, the Hessian of the Boys function $F_0(ar^2)$ has trace $-2a\,e^{-ar^2}$

With the Boys functions $F_n(x)=\int_0^1 t^{2n}e^{-xt^2}\,dt$, a number $a>0$ and a position $\mathbf r$ of length $r$ in three-space, the second derivatives of $F_0(ar^2)$ are $-2aF_1\delta_{ij}+4a^2r_ir_jF_2$, and their trace is $-2a\,e^{-ar^2}$. I use this when I compute hyperfine tensors in a Gaussian basis: the trace is proportional to the density at the nucleus, which belongs to the contact term, so it has to come out of the dipolar integrals. I can get there with a few lines of calculus, but I would like to see it made rigorous, including the differentiation under the integral sign, and checked by machine. How does that go?

## A Gaussian trace and a dipolar remainder

The Hessian is, with $F_1$ and $F_2$ taken at $ar^2$,

$$\partial_i\partial_j F_0(ar^2)=-2aF_1\,\delta_{ij}+4a^2r_ir_jF_2,\qquad \sum_i\partial_i^2F_0(ar^2)=-2a\,e^{-ar^2}.$$

Removing one third of the trace from each diagonal entry leaves $4a^2F_2\,(r_ir_j-\tfrac13r^2\delta_{ij})$. The Lean file below proves all three statements, for every real $a$.

In electronic structure, for a product of two s-type Gaussians with total exponent $a$ and a point nucleus at displacement $\mathbf r$ from the product's centre, $(2\pi/a)F_0(ar^2)$ is the nuclear attraction integral up to the prefactor of the product and the charge factor, which carries the sign of the attraction. Its Hessian then has trace $-4\pi e^{-ar^2}$, which is $-4\pi$ times the Gaussian's value at the nucleus, and its traceless part is the dipolar integral. This link to integrals over orbitals is background to the theorems, which concern $F_0(ar^2)$ itself.

## From one integral to the tensor

**Derivative in $x$.** Differentiating the integrand gives $-t^{2n+2}e^{-xt^2}$. For $|y-x|<1$ and $0\le t\le1$ we have $-yt^2\le|x|+1$, so the differentiated integrand at $y$ is bounded in size by the constant $e^{|x|+1}$. The derivative may therefore be taken under the integral:

$$F_n'(x)=-F_{n+1}(x).$$

**Recursion.** The product rule gives

$$\frac{d}{dt}\left(t^{2n+1}e^{-xt^2}\right)=(2n+1)t^{2n}e^{-xt^2}-2x\,t^{2n+2}e^{-xt^2}.$$

Integrating from 0 to 1 leaves $e^{-x}$ on the left, since the bracket vanishes at $t=0$. Hence

$$(2n+1)F_n(x)=2xF_{n+1}(x)+e^{-x},\qquad\text{in particular}\qquad 3F_1=2xF_2+e^{-x}.$$

**Gradient and Hessian.** Since $\partial_i(ar^2)=2ar_i$, the chain rule gives $\partial_iF_n(ar^2)=-2ar_iF_{n+1}(ar^2)$. For $n=0$ this is the gradient, $\partial_jF_0=-2ar_jF_1$. Differentiating once more,

$$\partial_i\left(-2ar_jF_1\right)=-2a\delta_{ij}F_1-2ar_j\left(-2ar_iF_2\right)=-2aF_1\delta_{ij}+4a^2r_ir_jF_2.$$

**Trace.** Put $i=j$, sum over the three axes and use the recursion at $x=ar^2$:

$$-6aF_1+4a^2r^2F_2=-2a\left(3F_1-2ar^2F_2\right)=-2a\,e^{-ar^2}.$$

**Traceless part.** Subtracting a third of the trace adds $\tfrac{2a}{3}e^{-ar^2}\delta_{ij}=\left(2aF_1-\tfrac43a^2r^2F_2\right)\delta_{ij}$ to the Hessian. The $F_1$ terms cancel, and the dipolar form remains.

**Origin.** At $\mathbf r=0$ the recursion gives $F_1(0)=\tfrac13$, so the Hessian is $-\tfrac{2a}{3}\delta_{ij}$. It is purely isotropic, and its traceless part is zero.

## What the Lean statements say

A position is a function `r : Fin 3 → ℝ`, with components `r 0`, `r 1`, `r 2`, so $i$ and $j$ run over 0, 1, 2. The squared length $r^2$ is the dot product `r ⬝ᵥ r`. The function $F_n$ is `boys n`, and $F_0(ar^2)$ is `gaussianPotential a`, without the prefactor of an attraction integral.

`partialDeriv i f r` is the derivative at $s=0$ of $f$ along the line $\mathbf r+s\,\mathbf e_i$, where $\mathbf e_i$ is the unit vector `Pi.single i 1`. The entry `hessian f r i j` applies $\partial_j$ first and then $\partial_i$. The Kronecker delta is the corresponding entry of the identity matrix, and `tracelessPart` subtracts a third of the trace times that matrix.

Lean's `deriv` returns zero where a function has no derivative, so an entry of `hessian` that equals zero does not by itself show that the derivatives exist. The theorems `hasDerivAt_boys_axis` and `hasDerivAt_gradient` supply that existence at first and second order.

The results are `hessian_gaussianPotential`, `trace_hessian`, `tracelessPart_hessian` and `hessian_origin`. They treat one Gaussian and one point. Spin densities, functions of higher angular momentum and the physical coupling constants do not enter.

```lean
import Mathlib

open Matrix

namespace HyperfineBoysHessian

noncomputable section

/-- The Boys function `F_n(x)`, the integral of `t^(2n) exp(-x t²)` over `[0,1]`. -/
def boys (n : ℕ) (x : ℝ) : ℝ :=
  ∫ t in (0 : ℝ)..1, t ^ (2 * n) * Real.exp (-x * t ^ 2)

/-- The function `F_0(a r²)` of the position `r` in three-space. -/
def gaussianPotential (a : ℝ) (r : Fin 3 → ℝ) : ℝ := boys 0 (a * (r ⬝ᵥ r))

/-- The partial derivative of a scalar field along the Cartesian axis `i`. -/
def partialDeriv (i : Fin 3) (f : (Fin 3 → ℝ) → ℝ) (r : Fin 3 → ℝ) : ℝ :=
  deriv (fun s : ℝ => f (r + s • (Pi.single i 1 : Fin 3 → ℝ))) 0

/-- The matrix of second Cartesian partial derivatives of a scalar field. -/
def hessian (f : (Fin 3 → ℝ) → ℝ) (r : Fin 3 → ℝ) : Matrix (Fin 3) (Fin 3) ℝ :=
  Matrix.of fun i j => partialDeriv i (partialDeriv j f) r

/-- A tensor with one third of its trace removed from each diagonal entry. -/
def tracelessPart (M : Matrix (Fin 3) (Fin 3) ℝ) : Matrix (Fin 3) (Fin 3) ℝ :=
  M - (M.trace / 3) • (1 : Matrix (Fin 3) (Fin 3) ℝ)

/-- Differentiating a Boys function raises its order by one and changes the sign. -/
theorem hasDerivAt_boys (n : ℕ) (x : ℝ) :
    HasDerivAt (boys n) (-boys (n + 1) x) x := by
  have h := intervalIntegral.hasDerivAt_integral_of_dominated_loc_of_deriv_le
    (μ := MeasureTheory.volume) (a := (0 : ℝ)) (b := 1) (x₀ := x)
    (F := fun y t : ℝ => t ^ (2 * n) * Real.exp (-y * t ^ 2))
    (F' := fun y t : ℝ => -(t ^ (2 * (n + 1)) * Real.exp (-y * t ^ 2)))
    (bound := fun _ => Real.exp (|x| + 1))
    (Metric.ball_mem_nhds x one_pos)
    (Filter.Eventually.of_forall fun y =>
      (show Continuous (fun t : ℝ => t ^ (2 * n) * Real.exp (-y * t ^ 2)) by
        fun_prop).aestronglyMeasurable)
    ((show Continuous (fun t : ℝ => t ^ (2 * n) * Real.exp (-x * t ^ 2)) by
        fun_prop).intervalIntegrable 0 1)
    ((show Continuous (fun t : ℝ => -(t ^ (2 * (n + 1)) * Real.exp (-x * t ^ 2))) by
        fun_prop).aestronglyMeasurable)
    (Filter.Eventually.of_forall fun t ht y hy => by
      -- on the unit interval the differentiated integrand is dominated by a constant
      rw [Set.uIoc_of_le zero_le_one] at ht
      rw [Metric.mem_ball, Real.dist_eq, abs_lt] at hy
      have ht0 : 0 ≤ t := ht.1.le
      have hM : 0 ≤ |x| + 1 := by positivity
      have hy' : 0 ≤ |x| + 1 + y := by linarith [neg_abs_le x, hy.1]
      have ht2 : 0 ≤ 1 - t ^ 2 := by nlinarith [ht.2]
      have he : -y * t ^ 2 ≤ |x| + 1 := by
        nlinarith [mul_nonneg hy' (sq_nonneg t), mul_nonneg hM ht2]
      rw [norm_neg, Real.norm_eq_abs, abs_of_nonneg (by positivity)]
      calc t ^ (2 * (n + 1)) * Real.exp (-y * t ^ 2)
          ≤ 1 * Real.exp (|x| + 1) :=
            mul_le_mul (pow_le_one₀ ht0 ht.2) (Real.exp_le_exp.mpr he)
              (Real.exp_nonneg _) zero_le_one
        _ = Real.exp (|x| + 1) := one_mul _)
    (continuous_const.intervalIntegrable 0 1)
    (Filter.Eventually.of_forall fun t _ y _ =>
      (((hasDerivAt_id' y).fun_neg.mul_const (t ^ 2)).exp.const_mul
        (t ^ (2 * n))).congr_deriv (by ring))
  exact h.2.congr_deriv intervalIntegral.integral_neg

/-- The recursion `(2n+1) F_n(x) = 2x F_(n+1)(x) + exp(-x)` between Boys functions. -/
theorem boys_recursion (n : ℕ) (x : ℝ) :
    (2 * (n : ℝ) + 1) * boys n x = 2 * x * boys (n + 1) x + Real.exp (-x) := by
  have hd : ∀ t ∈ Set.uIcc (0 : ℝ) 1,
      HasDerivAt (fun t : ℝ => t ^ (2 * n + 1) * Real.exp (-x * t ^ 2))
        ((2 * (n : ℝ) + 1) * (t ^ (2 * n) * Real.exp (-x * t ^ 2))
          - 2 * x * (t ^ (2 * (n + 1)) * Real.exp (-x * t ^ 2))) t := by
    intro t _
    have h1 := hasDerivAt_pow (2 * n + 1) t
    have h2 := ((hasDerivAt_pow 2 t).const_mul (-x)).exp
    refine (h1.fun_mul h2).congr_deriv ?_
    simp only [Nat.add_sub_cancel, Nat.reduceSub, pow_one]
    push_cast
    ring
  -- integrate the total derivative over the unit interval
  have key := intervalIntegral.integral_eq_sub_of_hasDerivAt hd
    (Continuous.intervalIntegrable (by fun_prop) 0 1)
  rw [intervalIntegral.integral_sub
    (Continuous.intervalIntegrable (by fun_prop) 0 1)
    (Continuous.intervalIntegrable (by fun_prop) 0 1),
    intervalIntegral.integral_const_mul, intervalIntegral.integral_const_mul] at key
  simp only [one_pow, mul_one, one_mul, zero_pow (Nat.succ_ne_zero _), zero_mul,
    sub_zero] at key
  unfold boys
  linarith

/-- The recursion at first order, `3 F_1(x) = 2x F_2(x) + exp(-x)`. -/
theorem three_mul_boys_one (x : ℝ) :
    3 * boys 1 x = 2 * x * boys 2 x + Real.exp (-x) := by
  have h := boys_recursion 1 x
  simp only [Nat.cast_one, Nat.reduceAdd] at h
  linarith

/-- Along the axis `i`, the function `F_n(a r²)` has slope `-2a r_i F_(n+1)(a r²)`. -/
theorem hasDerivAt_boys_axis (n : ℕ) (a : ℝ) (r : Fin 3 → ℝ) (i : Fin 3) :
    HasDerivAt (fun s : ℝ => boys n (a * ((r + s • (Pi.single i 1 : Fin 3 → ℝ)) ⬝ᵥ
      (r + s • (Pi.single i 1 : Fin 3 → ℝ)))))
      (-2 * a * r i * boys (n + 1) (a * (r ⬝ᵥ r))) 0 := by
  have hexp : ∀ s : ℝ, (r + s • (Pi.single i 1 : Fin 3 → ℝ)) ⬝ᵥ
      (r + s • (Pi.single i 1 : Fin 3 → ℝ)) = r ⬝ᵥ r + 2 * r i * s + s ^ 2 := by
    intro s
    fin_cases i <;> simp [dotProduct, Fin.sum_univ_three, Pi.single_apply] <;> ring
  have hq : HasDerivAt (fun s : ℝ => a * (r ⬝ᵥ r + 2 * r i * s + s ^ 2))
      (a * (2 * r i)) 0 :=
    (((((hasDerivAt_id' (0 : ℝ)).const_mul (2 * r i)).const_add (r ⬝ᵥ r)).fun_add
      (hasDerivAt_pow 2 (0 : ℝ))).const_mul a).congr_deriv (by norm_num)
  have hb := hasDerivAt_boys n (a * (r ⬝ᵥ r + 2 * r i * 0 + 0 ^ 2))
  have hc := HasDerivAt.comp
    (h := fun s : ℝ => a * (r ⬝ᵥ r + 2 * r i * s + s ^ 2)) (0 : ℝ) hb hq
  have e0 : a * (r ⬝ᵥ r + 2 * r i * 0 + 0 ^ 2) = a * (r ⬝ᵥ r) := by ring
  simp_rw [hexp]
  refine hc.congr_deriv ?_
  rw [e0]
  ring

/-- The gradient of `F_0(a r²)` has components `-2a r_j F_1(a r²)`. -/
theorem partialDeriv_gaussianPotential (a : ℝ) (j : Fin 3) :
    partialDeriv j (gaussianPotential a) =
      fun r => -2 * a * r j * boys 1 (a * (r ⬝ᵥ r)) := by
  funext r
  exact (hasDerivAt_boys_axis 0 a r j).deriv

/-- Each gradient component of `F_0(a r²)` is differentiable along each axis, with slope
`-2a F_1 δ_ij + 4a² r_i r_j F_2`. -/
theorem hasDerivAt_gradient (a : ℝ) (r : Fin 3 → ℝ) (i j : Fin 3) :
    HasDerivAt (fun s : ℝ => partialDeriv j (gaussianPotential a)
      (r + s • (Pi.single i 1 : Fin 3 → ℝ)))
      (-2 * a * boys 1 (a * (r ⬝ᵥ r)) * (1 : Matrix (Fin 3) (Fin 3) ℝ) i j
        + 4 * a ^ 2 * r i * r j * boys 2 (a * (r ⬝ᵥ r))) 0 := by
  rw [partialDeriv_gaussianPotential]
  have h1 : HasDerivAt (fun s : ℝ => (r + s • (Pi.single i 1 : Fin 3 → ℝ)) j)
      ((1 : Matrix (Fin 3) (Fin 3) ℝ) i j) 0 := by
    have e : (fun s : ℝ => (r + s • (Pi.single i 1 : Fin 3 → ℝ)) j) =
        fun s => r j + s * (1 : Matrix (Fin 3) (Fin 3) ℝ) i j := by
      funext s
      rcases eq_or_ne i j with rfl | h
      · simp
      · simp [Matrix.one_apply_ne h, Pi.single_eq_of_ne h.symm]
    rw [e]
    exact (((hasDerivAt_id' (0 : ℝ)).mul_const _).const_add (r j)).congr_deriv (one_mul _)
  -- product rule: the coordinate factor gives the isotropic term
  refine ((h1.const_mul (-2 * a)).fun_mul (hasDerivAt_boys_axis 1 a r i)).congr_deriv ?_
  simp only [zero_smul, add_zero, Nat.reduceAdd]
  ring

/-- The Hessian of `F_0(a r²)` is `-2a F_1 δ_ij + 4a² r_i r_j F_2`, with the Boys functions
taken at `a r²`. -/
theorem hessian_gaussianPotential (a : ℝ) (r : Fin 3 → ℝ) (i j : Fin 3) :
    hessian (gaussianPotential a) r i j =
      -2 * a * boys 1 (a * (r ⬝ᵥ r)) * (1 : Matrix (Fin 3) (Fin 3) ℝ) i j
        + 4 * a ^ 2 * r i * r j * boys 2 (a * (r ⬝ᵥ r)) :=
  (hasDerivAt_gradient a r i j).deriv

/-- The trace of the Hessian of `F_0(a r²)` is `-2a exp(-a r²)`. -/
theorem trace_hessian (a : ℝ) (r : Fin 3 → ℝ) :
    (hessian (gaussianPotential a) r).trace = -2 * a * Real.exp (-(a * (r ⬝ᵥ r))) := by
  have h := three_mul_boys_one (a * (r ⬝ᵥ r))
  have hr : r ⬝ᵥ r = r 0 * r 0 + r 1 * r 1 + r 2 * r 2 := by
    simp [dotProduct, Fin.sum_univ_three]
  simp only [Matrix.trace, Matrix.diag_apply, Fin.sum_univ_three,
    hessian_gaussianPotential, Matrix.one_apply_eq]
  linear_combination (-2 * a) * h - (4 * a ^ 2 * boys 2 (a * (r ⬝ᵥ r))) * hr

/-- With its trace removed, the Hessian of `F_0(a r²)` has the entries `4a² F_2(a r²) (r_i r_j - r²
δ_ij / 3)`. -/
theorem tracelessPart_hessian (a : ℝ) (r : Fin 3 → ℝ) (i j : Fin 3) :
    tracelessPart (hessian (gaussianPotential a) r) i j =
      4 * a ^ 2 * boys 2 (a * (r ⬝ᵥ r)) *
        (r i * r j - (r ⬝ᵥ r) / 3 * (1 : Matrix (Fin 3) (Fin 3) ℝ) i j) := by
  have h := three_mul_boys_one (a * (r ⬝ᵥ r))
  simp only [tracelessPart, Matrix.sub_apply, Matrix.smul_apply, smul_eq_mul,
    trace_hessian, hessian_gaussianPotential]
  linear_combination (-(2 * a / 3) * (1 : Matrix (Fin 3) (Fin 3) ℝ) i j) * h

/-- At the origin the Hessian of `F_0(a r²)` is `-(2a/3)` times the identity. -/
theorem hessian_origin (a : ℝ) :
    hessian (gaussianPotential a) 0 =
      (-(2 * a / 3)) • (1 : Matrix (Fin 3) (Fin 3) ℝ) := by
  have h := three_mul_boys_one 0
  simp only [mul_zero, zero_mul, zero_add, neg_zero, Real.exp_zero] at h
  ext i j
  rw [hessian_gaussianPotential]
  simp only [dotProduct_zero, mul_zero, Pi.zero_apply, zero_mul, add_zero,
    Matrix.smul_apply, smul_eq_mul]
  linear_combination (-(2 * a / 3) * (1 : Matrix (Fin 3) (Fin 3) ℝ) i j) * h

end

end HyperfineBoysHessian
```

```lean
#print axioms HyperfineBoysHessian.tracelessPart_hessian
#print axioms HyperfineBoysHessian.hessian_origin
```

```
'HyperfineBoysHessian.tracelessPart_hessian' depends on axioms: [propext, Classical.choice, Quot.sound]
'HyperfineBoysHessian.hessian_origin' depends on axioms: [propext, Classical.choice, Quot.sound]
```

## How the proof follows the calculus

`hasDerivAt_boys` applies Mathlib's theorem on differentiating a dominated integral. Most of its arguments are continuity statements, which give measurability and integrability. The substantial one is the bound: `he` is the inequality $-yt^2\le|x|+1$, and the `calc` block combines it with $t^{2n+2}\le1$.

`boys_recursion` first establishes the total derivative `hd`. The fundamental theorem of calculus, `intervalIntegral.integral_eq_sub_of_hasDerivAt`, then turns it into an identity between integrals. The simplification evaluates the two endpoints, and `linarith` rearranges the terms. `three_mul_boys_one` is the case $n=1$.

`hasDerivAt_boys_axis` is the chain rule along an axis. Its step `hexp` expands the squared length of the displaced point as $r^2+2r_is+s^2$, whose slope at $s=0$ is $2r_i$. `HasDerivAt.comp` combines this slope, multiplied by $a$, with $F_n'=-F_{n+1}$. The case $n=0$ gives the gradient in `partialDeriv_gaussianPotential`, as an equality of functions, so that it can be differentiated again.

`hasDerivAt_gradient` is the product rule. Its step `h1` says that the coordinate $r_j$ has slope $\delta_{ij}$ along axis $i$, which produces the isotropic term. The other factor is differentiated by the axis lemma at $n=1$, which produces the term with $r_ir_j$. Reading off the value of the derivative gives `hessian_gaussianPotential`.

The remaining theorems are algebra. In `trace_hessian`, `linear_combination` multiplies the recursion by $-2a$, as in the trace calculation above, and uses `hr` to write $r^2$ as a sum of three squares. `tracelessPart_hessian` uses the same recursion with the factor $-\tfrac{2a}{3}\delta_{ij}$, and `hessian_origin` uses it at $x=0$.

## Two dimensions break the trace, a negative exponent does not

The condition $a>0$ in your question is not needed for the identities, and the theorems do not assume it. What it secures is the physical reading: for $a=-1$ the trace is $2e^{r^2}$, which grows with distance and cannot represent a localised density.

The condition that matters is the number of dimensions. Take $a=1$ and the same function $F_0(r^2)$ in the plane. At the origin each second derivative along an axis is still $-2F_1(0)=-\tfrac23$, but there are only two of them, so the trace is $-\tfrac43$ instead of $-2$. Away from the origin the planar trace is $-4F_1+4r^2F_2=-2e^{-r^2}+2F_1(r^2)$, by the recursion $3F_1=2xF_2+e^{-x}$ at $x=r^2$. At the same point regarded as a point of three-space, with third coordinate zero, the third diagonal entry is $-2F_1$, which cancels the leftover Boys function.
